# Doubles CI many-body increments of identical noninteracting two-state monomers alternate in sign at every order

Monomers that do not interact should have an energy that is the sum of the monomer energies, and configuration interaction truncated at double excitations (doubles CI) violates this. To follow the violation order by order, an aggregate is modelled here as a finite set of labels, and its doubles CI energy as a closed formula in the number of labels.

The formula comes from identical two-state monomers. Each has a reference configuration at energy zero and a doubly excited one at $2d$, coupled by a matrix element $K$. For $N$ monomers, doubles CI keeps the common reference, with amplitude $c_0$, and the $N$ configurations with one monomer excited, with amplitudes $c_i$. The eigenvalue equations are

$$K\sum_i c_i = E c_0,\qquad K c_0 + 2d\,c_i = E c_i .$$

Eliminating the $c_i$ gives $E(E-2d)=NK^2$, whose lower root is $E=d-\sqrt{d^2+NK^2}$. The Lean code starts from this root; the diagonalisation above is the step that connects it to the CI matrix.

## Fragments, increments and the energy

```lean
import Mathlib

noncomputable section

namespace TruncatedCIIncrements

variable {ι : Type*}
```

The type `ι` holds the monomer labels. It is arbitrary, and a fragment is a `Finset ι`, a finite set of labels.

```lean
/-- The increment of a fragment `S`: the alternating sum of the energies of all its
subfragments, with sign plus for `S` itself. -/
def increment (E : Finset ι → ℝ) (S : Finset ι) : ℝ :=
  ∑ T ∈ S.powerset, (-1) ^ (S.card + T.card) * E T
```

For an energy functional $E$, this defines

$$D_E(S)=\sum_{T\subseteq S}(-1)^{|S|+|T|}E(T).$$

`S.powerset` is the collection of all subsets of $S$, and `S.card` is $|S|$. For two monomers the sum is $E(\{1,2\})-E(\{1\})-E(\{2\})+E(\emptyset)$, the usual pair increment when the empty fragment has energy zero.

```lean
/-- The doubles CI energy of a set `S` of identical noninteracting two-state monomers, for `d > 0`.
In each monomer the doubly excited configuration lies `2 * d` above the reference, and `K` couples
the two. -/
def cidEnergy (d K : ℝ) (S : Finset ι) : ℝ :=
  d - √(d ^ 2 + (S.card : ℝ) * K ^ 2)
```

This is $E(S)=d-\sqrt{d^2+|S|K^2}$, measured from the reference configuration. Note that `d` is half the excitation energy, not the whole of it.

```lean
/-- The `n`-th iterated forward difference of `f` with step `h`. -/
def stepDiff (h : ℝ) (f : ℝ → ℝ) : ℕ → ℝ → ℝ
  | 0 => f
  | n + 1 => fun x => stepDiff h f n (x + h) - stepDiff h f n x
```

Write $\Delta_h^n f$ for `stepDiff h f n`. The two lines of the definition say $\Delta_h^0f=f$ and $\Delta_h^{n+1}f(x)=\Delta_h^nf(x+h)-\Delta_h^nf(x)$.

## What increments do for any energy

```lean
/-- Adding a monomer `a` to a fragment not containing it: the new increment is the increment
in the presence of `a` minus the increment in its absence. -/
theorem increment_insert [DecidableEq ι] (E : Finset ι → ℝ) {a : ι} {s : Finset ι}
    (ha : a ∉ s) :
    increment E (insert a s) = increment (fun T => E (insert a T)) s - increment E s := by
  simp only [increment]
  rw [Finset.sum_powerset_insert ha, Finset.card_insert_of_notMem ha]
  have h1 : ∑ t ∈ s.powerset, (-1 : ℝ) ^ (s.card + 1 + t.card) * E t
      = -∑ t ∈ s.powerset, (-1 : ℝ) ^ (s.card + t.card) * E t := by
    rw [← Finset.sum_neg_distrib]
    refine Finset.sum_congr rfl fun t _ => ?_
    simp only [pow_add, pow_one]
    ring
  have h2 : ∑ t ∈ s.powerset, (-1 : ℝ) ^ (s.card + 1 + (insert a t).card) * E (insert a t)
      = ∑ t ∈ s.powerset, (-1 : ℝ) ^ (s.card + t.card) * E (insert a t) := by
    refine Finset.sum_congr rfl fun t ht => ?_
    rw [Finset.card_insert_of_notMem (fun h => ha (Finset.mem_powerset.1 ht h))]
    simp only [pow_add, pow_one]
    ring
  rw [h1, h2]
  ring
```

A Lean theorem lists its hypotheses, then after a colon its claim, then after `:=` its proof. Here the claim is that for $a\notin s$

$$D_E(s\cup\{a\})=D_{E^a}(s)-D_E(s),\qquad E^a(T)=E(T\cup\{a\}).$$

By hand, every subset of $s\cup\{a\}$ is either $t$ or $t\cup\{a\}$ with $t\subseteq s$. The first kind carries the sign $(-1)^{|s|+1+|t|}$, opposite to its sign in $D_E(s)$. The second kind has one more element on both counts, so its sign is $(-1)^{|s|+|t|}$. In the proof, `Finset.sum_powerset_insert` splits the sum, and `h1` and `h2` settle the two signs.

```lean
/-- The many-body expansion is exact when complete: the increments of all subfragments
of `S` add up to the energy of `S`. -/
theorem sum_increment [DecidableEq ι] (E : Finset ι → ℝ) (S : Finset ι) :
    ∑ T ∈ S.powerset, increment E T = E S := by
  induction S using Finset.induction_on generalizing E with
  | empty => simp [increment]
  | insert a s ha ih =>
    have h : ∑ t ∈ s.powerset, increment E (insert a t)
        = ∑ t ∈ s.powerset, (increment (fun T => E (insert a T)) t - increment E t) :=
      Finset.sum_congr rfl fun t ht =>
        increment_insert E (fun h => ha (Finset.mem_powerset.1 ht h))
    rw [Finset.sum_powerset_insert ha, h, Finset.sum_sub_distrib,
      ih (fun T => E (insert a T))]
    exact add_sub_cancel _ _
```

The increments of all subfragments add up to the energy: $\sum_{T\subseteq S}D_E(T)=E(S)$. The proof is by induction on $S$, for all functionals $E$ at once. For the empty set both sides are $E(\emptyset)$. When $a$ is added to $s$, the subsets without $a$ contribute $E(s)$. Those with $a$ contribute, by the previous theorem,

$$\sum_{t\subseteq s}\bigl[D_{E^a}(t)-D_E(t)\bigr]=E(s\cup\{a\})-E(s).$$

The total is $E(s\cup\{a\})$. The words `generalizing E` allow the induction hypothesis to be used for $E^a$ as well as for $E$.

```lean
/-- If the energy is a sum of monomer energies, every increment of two or more monomers
vanishes. -/
theorem increment_additive [DecidableEq ι] (e : ι → ℝ) {S : Finset ι} (hS : 2 ≤ S.card) :
    increment (fun T => ∑ i ∈ T, e i) S = 0 := by
  -- a constant energy has no increments on nonempty fragments
  have hconst : ∀ (c : ℝ) (s : Finset ι), s.Nonempty → increment (fun _ => c) s = 0 := by
    rintro c s ⟨b, hb⟩
    rw [← Finset.insert_erase hb, increment_insert _ (Finset.notMem_erase b s)]
    exact sub_self _
  obtain ⟨a, ha⟩ : S.Nonempty := Finset.card_pos.1 (by omega)
  have hne : (S.erase a).Nonempty :=
    Finset.card_pos.1 (by rw [Finset.card_erase_of_mem ha]; omega)
  have hadd : increment (fun T => ∑ i ∈ insert a T, e i) (S.erase a)
      = increment (fun _ => e a) (S.erase a)
        + increment (fun T => ∑ i ∈ T, e i) (S.erase a) := by
    simp only [increment, ← Finset.sum_add_distrib]
    refine Finset.sum_congr rfl fun t ht => ?_
    rw [Finset.sum_insert
      (fun h => Finset.notMem_erase a S (Finset.mem_powerset.1 ht h))]
    ring
  rw [← Finset.insert_erase ha, increment_insert _ (Finset.notMem_erase a S), hadd,
    hconst _ _ hne]
  ring
```

If $E(T)=\sum_{i\in T}e_i$, as for the exact energy of noninteracting monomers, then $D_E(S)=0$ whenever $|S|\ge2$. For noninteracting monomers, any nonzero doubles CI increment from the pair upwards is therefore an artefact.

By hand, take $a$ out of $S$ and call the rest $s$, which is nonempty. Then $E^a(t)=e_a+E(t)$ for $t\subseteq s$, so $D_{E^a}(s)-D_E(s)$ is the increment of the constant $e_a$ on $s$. That increment is zero, because adding a monomer leaves a constant unchanged. The last fact is `hconst`, and the splitting of $E^a$ is `hadd`.

## From increments to finite differences

```lean
/-- If the energy depends on a fragment only through its number of monomers, the increment
is an iterated forward difference whose order is that number. -/
theorem increment_eq_stepDiff [DecidableEq ι] (h : ℝ) (f : ℝ → ℝ) (S : Finset ι) (x : ℝ) :
    increment (fun T => f (x + (T.card : ℝ) * h)) S = stepDiff h f S.card x := by
  induction S using Finset.induction_on generalizing x with
  | empty => simp [increment, stepDiff]
  | insert a s ha ih =>
    have key : increment (fun T => f (x + ((insert a T).card : ℝ) * h)) s
        = increment (fun T => f (x + h + (T.card : ℝ) * h)) s := by
      simp only [increment]
      refine Finset.sum_congr rfl fun t ht => ?_
      have e : x + ((t.card + 1 : ℕ) : ℝ) * h = x + h + (t.card : ℝ) * h := by
        push_cast
        ring
      rw [Finset.card_insert_of_notMem (fun h => ha (Finset.mem_powerset.1 ht h)), e]
    rw [increment_insert _ ha, key, Finset.card_insert_of_notMem ha, ih (x + h), ih x]
    rfl
```

If $E(T)=f(x+|T|h)$, then $D_E(S)=\Delta_h^{|S|}f(x)$. For the empty set both sides are $f(x)$. Adding a monomer $a$ shifts the argument, $E^a(t)=f(x+h+|t|h)$, which is `key`. The recursion for increments and the induction hypothesis at $x+h$ and at $x$ then give

$$D_E(s\cup\{a\})=\Delta_h^{|s|}f(x+h)-\Delta_h^{|s|}f(x)=\Delta_h^{|s|+1}f(x).$$

The last equality is the definition of the difference, so `rfl` closes the goal.

```lean
/-- For a positive step, if the `n`-th difference of the derivative of `f`, times a constant
`c`, is positive on the positive axis, so is the next difference of `f` times `c`. -/
theorem stepDiff_succ_pos {h : ℝ} (hh : 0 < h) {f f' : ℝ → ℝ}
    (hf : ∀ x, 0 < x → HasDerivAt f (f' x) x) (n : ℕ) (c : ℝ)
    (hpos : ∀ x, 0 < x → 0 < c * stepDiff h f' n x) (x : ℝ) (hx : 0 < x) :
    0 < c * stepDiff h f (n + 1) x := by
  -- differences commute with differentiation
  have hd : ∀ m : ℕ, ∀ y, 0 < y → HasDerivAt (stepDiff h f m) (stepDiff h f' m y) y := by
    intro m
    induction m with
    | zero => exact hf
    | succ m ih =>
      intro y hy
      exact ((ih (y + h) (by linarith)).comp_add_const y h).fun_sub (ih y hy)
  -- mean value theorem on one step
  obtain ⟨z, hz, hslope⟩ := exists_hasDerivAt_eq_slope (stepDiff h f n) (stepDiff h f' n)
    (show x < x + h by linarith)
    (fun y hy => (hd n y (lt_of_lt_of_le hx hy.1)).continuousAt.continuousWithinAt)
    (fun y hy => hd n y (hx.trans hy.1))
  have hstep : stepDiff h f (n + 1) x = h * stepDiff h f' n z := by
    change stepDiff h f n (x + h) - stepDiff h f n x = _
    rw [hslope, add_sub_cancel_left, mul_div_cancel₀ _ hh.ne']
  rw [hstep]
  have := mul_pos hh (hpos z (hx.trans hz.1))
  linarith
```

The hypothesis `hf` says that $f$ has derivative $f'(x)$ at every $x>0$. If $c\,\Delta_h^nf'(x)>0$ for all $x>0$, then $c\,\Delta_h^{n+1}f(x)>0$ for all $x>0$.

By hand, differences are combinations of shifted copies of $f$ with constant coefficients, so $(\Delta_h^nf)'=\Delta_h^nf'$. The mean value theorem on $[x,x+h]$ provides a point $z$ between $x$ and $x+h$ with

$$\Delta_h^{n+1}f(x)=\Delta_h^nf(x+h)-\Delta_h^nf(x)=h\,\Delta_h^nf'(z).$$

Multiplying by $c$ gives a positive number, since $h>0$. In Lean, `hd` is the commutation, `exists_hasDerivAt_eq_slope` is the mean value theorem, and `hstep` is the displayed equation.

```lean
/-- A constant factor can be pulled out of an iterated difference. -/
theorem stepDiff_const_mul (h a : ℝ) (f : ℝ → ℝ) (n : ℕ) (x : ℝ) :
    stepDiff h (fun y => a * f y) n x = a * stepDiff h f n x := by
  induction n generalizing x with
  | zero => rfl
  | succ n ih =>
    change stepDiff h (fun y => a * f y) n (x + h) - stepDiff h (fun y => a * f y) n x
      = a * (stepDiff h f n (x + h) - stepDiff h f n x)
    rw [ih (x + h), ih x]
    ring
```

This is linearity for a constant factor, $\Delta_h^n(af)=a\,\Delta_h^nf$, by induction on $n$.

```lean
/-- On the positive axis the `n`-th difference, with positive step, of a power with negative
exponent has the sign `(-1)^n`. -/
theorem stepDiff_rpow_sign {h : ℝ} (hh : 0 < h) (n : ℕ) (p : ℝ) (hp : p < 0)
    (x : ℝ) (hx : 0 < x) : 0 < (-1) ^ n * stepDiff h (fun y => y ^ p) n x := by
  induction n generalizing p x with
  | zero => simpa [stepDiff] using Real.rpow_pos_of_pos hx p
  | succ n ih =>
    refine stepDiff_succ_pos hh (f' := fun y => p * y ^ (p - 1))
      (fun y hy => Real.hasDerivAt_rpow_const (Or.inl hy.ne')) n _ (fun y hy => ?_) x hx
    rw [stepDiff_const_mul, pow_succ]
    have := mul_pos (neg_pos.2 hp) (ih (p - 1) (by linarith) y hy)
    linarith
```

For $p<0$, $h>0$ and $x>0$, the claim is $(-1)^n\Delta_h^n(y^p)(x)>0$. At $n=0$ it reads $x^p>0$. For the next order, the derivative of $y^p$ is $p\,y^{p-1}$, and

$$(-1)^{n+1}\,\Delta_h^n(p\,y^{p-1})=(-p)\,(-1)^n\Delta_h^n(y^{p-1})>0$$

by the induction hypothesis for the exponent $p-1$, which is again negative. The mean value step `stepDiff_succ_pos` with $c=(-1)^{n+1}$ carries this sign over to $\Delta_h^{n+1}(y^p)$.

## The sign of every doubles CI increment

```lean
/-- For `d > 0` and `K ≠ 0` the doubles CI increment of every nonempty set of `n` identical
noninteracting two-state monomers is nonzero and has the sign `(-1)^n`. -/
theorem cid_increment_sign [DecidableEq ι] {d K : ℝ} (hd : 0 < d) (hK : K ≠ 0)
    {S : Finset ι} (hS : S.Nonempty) :
    0 < (-1) ^ S.card * increment (cidEnergy d K) S := by
  have hh : 0 < K ^ 2 := by positivity
  have hE : increment (cidEnergy d K) S
      = stepDiff (K ^ 2) (fun y => d - √y) S.card (d ^ 2) :=
    increment_eq_stepDiff (K ^ 2) (fun y => d - √y) S (d ^ 2)
  obtain ⟨n, hn⟩ : ∃ n, S.card = n + 1 :=
    ⟨S.card - 1, by have := Finset.card_pos.2 hS; omega⟩
  rw [hE, hn]
  -- the derivative of the energy is a negative multiple of an inverse square root
  refine stepDiff_succ_pos hh (f' := fun y => (-(1 / 2)) * y ^ ((1 / 2 : ℝ) - 1))
    (fun y hy => ?_) n _ (fun y hy => ?_) (d ^ 2) (by positivity)
  · simp only [Real.sqrt_eq_rpow]
    exact ((Real.hasDerivAt_rpow_const (p := 1 / 2) (Or.inl hy.ne')).const_sub d).congr_deriv
      (neg_mul _ _).symm
  · rw [stepDiff_const_mul, pow_succ]
    have := stepDiff_rpow_sign hh n ((1 / 2 : ℝ) - 1) (by norm_num) y hy
    linarith
```

The hypothesis $d>0$ places the doubly excited configuration above the reference, and $K\ne0$ says that the two mix. For every nonempty $S$ the theorem states

$$(-1)^{|S|}D(S)>0,$$

where $D$ is the increment of the doubles CI energy. This one inequality says both that $D(S)$ is nonzero and which sign it has.

By hand, set $f(y)=d-\sqrt y$. The energy is $f(d^2+|S|K^2)$, so `hE` gives $D(S)=\Delta_{K^2}^{|S|}f(d^2)$. Since $S$ is nonempty, write $|S|=n+1$; in the proof, `n` is thus one less than the number of monomers. The derivative is $f'(y)=-\tfrac12y^{-1/2}$, and

$$(-1)^{n+1}\Delta_{K^2}^nf'(y)=\tfrac12(-1)^n\Delta_{K^2}^n(y^{-1/2})>0$$

by the result on negative powers. The mean value step raises the order by one and gives the claim at $y=d^2$. The two bullets in Lean check the derivative and this inequality, with the exponent $-\tfrac12$ written as `(1 / 2 : ℝ) - 1`.

For a single monomer, $D=d-\sqrt{d^2+K^2}<0$, which is its exact correlation energy in the two-state model and not an artefact. The spurious terms begin with the pair, where $D=2\sqrt{d^2+K^2}-d-\sqrt{d^2+2K^2}$. For weak coupling this is approximately $K^4/(4d^3)$, so the pair artefact is of fourth order in $K$.

```lean
/-- For `d > 0`, `K ≠ 0` and a nonempty set of `n` identical noninteracting two-state monomers, the
doubles CI energy minus the sum of the increments of all proper subfragments is nonzero with sign
`(-1)^n`. -/
theorem cid_truncation_error_sign [DecidableEq ι] {d K : ℝ} (hd : 0 < d) (hK : K ≠ 0)
    {S : Finset ι} (hS : S.Nonempty) :
    0 < (-1) ^ S.card *
      (cidEnergy d K S - ∑ T ∈ S.powerset.erase S, increment (cidEnergy d K) T) := by
  have h := Finset.add_sum_erase S.powerset (increment (cidEnergy d K))
    (Finset.mem_powerset_self S)
  rw [sum_increment] at h
  rw [← h, add_sub_cancel_right]
  exact cid_increment_sign hd hK hS

end TruncatedCIIncrements
```

`S.powerset.erase S` is the collection of proper subfragments. Suppose the many-body expansion of $E(S)$ is summed without its highest term. By `sum_increment`, what is missing is exactly $D(S)$, so the doubles CI energy minus the truncated sum has the sign $(-1)^{|S|}$. The reference value is the doubles CI energy of the whole aggregate, not the exact energy, and the theorem concerns only the omission of this one term.

In fragment methods, this means that increments computed with doubles CI can contain high-order terms that reflect the truncation of the CI and not an interaction, as they do here for identical, noninteracting two-state monomers.

## Three monomers in numbers

Take $d=1$ and $K=\sqrt3$ in arbitrary energy units, and write $E_n$ and $D_n$ for the energy and the increment of $n$ monomers. Then

$$E_1=1-\sqrt4=-1,\qquad E_2=1-\sqrt7\approx-1.646,\qquad E_3=1-\sqrt{10}\approx-2.162 .$$

With $E_0=0$, the increments are

$$D_1=-1,\qquad D_2=E_2-2E_1\approx0.354,\qquad D_3=E_3-3E_2+3E_1\approx-0.225 .$$

The signs alternate as stated. Stopping after the pairs gives $3D_1+3D_2\approx-1.937$ for the trimer. The doubles CI energy lies $0.225$ below this, while the exact energy of the three monomers is $-3$.

```lean
#print axioms TruncatedCIIncrements.increment_additive
-- 'TruncatedCIIncrements.increment_additive' depends on axioms: [propext, Classical.choice, Quot.sound]
#print axioms TruncatedCIIncrements.cid_increment_sign
-- 'TruncatedCIIncrements.cid_increment_sign' depends on axioms: [propext, Classical.choice, Quot.sound]
#print axioms TruncatedCIIncrements.cid_truncation_error_sign
-- 'TruncatedCIIncrements.cid_truncation_error_sign' depends on axioms: [propext, Classical.choice, Quot.sound]
```
